# A three-qubit state with diagonal one-qubit reduced matrices, outcome-1 probabilities 1/2, 0 and 1/2, and a nonzero amplitude on 001

The theorem `pinning_fails_at_half` concerns one explicit three-qubit vector, with amplitudes 1/2 on 000, 001 and 100, −1/2 on 101, and zero elsewhere. It states that this vector is normalised, that its three one-qubit reduced matrices are diagonal in the product basis, and that outcome 1 has probability 1/2, 0 and 1/2 on the first, second and third qubit. It also states that the amplitude on 001 is not zero. The proof rewrites the probabilities as sums of squared moduli by `prob_eq_sum`, then settles the eight claims by direct computation. For diagonality it takes indices `i` and `j` with the hypothesis `hij` that they differ, and runs through all four pairs of values.

An attempt in Lean 4 with a fault in it:

```lean
import Mathlib

open ComplexConjugate

namespace PinningFailsAtHalf

noncomputable section

/-- The amplitudes of a three-qubit vector in the product basis. -/
abbrev Amplitudes := Fin 2 → Fin 2 → Fin 2 → ℂ

/-- The squared moduli of the amplitudes sum to one. -/
def IsNormalized (ψ : Amplitudes) : Prop :=
  ∑ i, ∑ j, ∑ k, ‖ψ i j k‖ ^ 2 = 1

/-- The reduced matrix of the first qubit: the other two are traced out. -/
def rho1 (ψ : Amplitudes) : Matrix (Fin 2) (Fin 2) ℂ :=
  Matrix.of fun a b => ∑ j, ∑ k, ψ a j k * conj (ψ b j k)

/-- The reduced matrix of the second qubit: the other two are traced out. -/
def rho2 (ψ : Amplitudes) : Matrix (Fin 2) (Fin 2) ℂ :=
  Matrix.of fun a b => ∑ i, ∑ k, ψ i a k * conj (ψ i b k)

/-- The reduced matrix of the third qubit: the other two are traced out. -/
def rho3 (ψ : Amplitudes) : Matrix (Fin 2) (Fin 2) ℂ :=
  Matrix.of fun a b => ∑ i, ∑ j, ψ i j a * conj (ψ i j b)

/-- The probability of outcome 1 read off from a one-qubit reduced matrix. -/
def prob (ρ : Matrix (Fin 2) (Fin 2) ℂ) : ℝ := (ρ 1 1).re

/-- For each qubit, the probability of outcome 1 is the sum of the squared moduli of
all amplitudes in which that qubit is 1. -/
theorem prob_eq_sum (ψ : Amplitudes) :
    prob (rho1 ψ) = ∑ j, ∑ k, ‖ψ 1 j k‖ ^ 2 ∧
    prob (rho2 ψ) = ∑ i, ∑ k, ‖ψ i 1 k‖ ^ 2 ∧
    prob (rho3 ψ) = ∑ i, ∑ j, ‖ψ i j 1‖ ^ 2 := by
  refine ⟨?_, ?_, ?_⟩ <;>
    simp only [prob, rho1, rho2, rho3, Matrix.of_apply, Fin.sum_univ_two, Complex.add_re,
      Complex.mul_conj, Complex.ofReal_re, Complex.normSq_eq_norm_sq]

/-- The vector with amplitudes 1/2 on 000, 001 and 100, and -1/2 on 101. -/
def boundaryState : Amplitudes := fun i j k =>
  if j = 0 then (if i = 1 ∧ k = 1 then -1 / 2 else 1 / 2) else 0

/-- Sharpness: `boundaryState` is a unit vector with diagonal reduced matrices,
`p₁ = p₃ = 1/2` and `p₂ = 0`, yet its amplitude 001 does not vanish. -/
theorem pinning_fails_at_half :
    IsNormalized boundaryState ∧ (rho1 boundaryState).IsDiag ∧
      (rho2 boundaryState).IsDiag ∧ (rho3 boundaryState).IsDiag ∧
      prob (rho1 boundaryState) = 1 / 2 ∧ prob (rho2 boundaryState) = 0 ∧
      prob (rho3 boundaryState) = 1 / 2 ∧ boundaryState 0 0 1 ≠ 0 := by
  obtain ⟨e1, e2, e3⟩ := prob_eq_sum boundaryState
  rw [e1, e2, e3]
  refine ⟨?_, ?_, ?_, ?_, ?_, ?_, ?_, ?_⟩
  · norm_num [IsNormalized, boundaryState, Fin.sum_univ_two]
  iterate 3
    · intro i j hij
      fin_cases i <;> fin_cases j <;>
        norm_num [rho1, rho2, rho3, boundaryState, Fin.sum_univ_two] at hij ⊢
  all_goals norm_num [boundaryState, Fin.sum_univ_two]

end

end PinningFailsAtHalf
```

Messages:

```
Main.lean:59:8: error: No goals to be solved
Main.lean:59:8: error: No goals to be solved
Main.lean:59:8: error: No goals to be solved
Main.lean:59:8: error: No goals to be solved
Main.lean:59:8: error: No goals to be solved
Main.lean:59:8: error: No goals to be solved
```

As a diff, the version that Lean accepts:

```diff
@@ -56,6 +56,6 @@
   iterate 3
     · intro i j hij
-      fin_cases i <;> fin_cases j <;>
-        norm_num [rho1, rho2, rho3, boundaryState, Fin.sum_univ_two] at hij ⊢
+      fin_cases i <;> fin_cases j <;> simp at hij <;>
+        norm_num [rho1, rho2, rho3, boundaryState, Fin.sum_univ_two]
   all_goals norm_num [boundaryState, Fin.sum_univ_two]
 
```

What went wrong. All six messages say that a tactic was called when no goal was left. They point to the `norm_num` call in the diagonality proofs, which works `at hij ⊢`, that is, first on the hypothesis and then on the goal.

`fin_cases` also produces the pairs with `i = j`. There `hij` says that an index differs from itself, so `norm_num` reduces it to `False` and the goal is closed at once. The same call then turns to the goal, finds none, and fails. Two such pairs for each of three matrices make six errors.

The repair splits the call in two. `simp at hij` closes the cases with equal indices by the contradiction. The `<;>` after it runs `norm_num` only on the goals that remain, so where none remain it isn't run and can't fail. In the cases with different indices the goal survives, and `norm_num` computes the off-diagonal entry to be zero, with the same definitions as before.
